# Equal transmission in both directions through a Hermitian device with two leads

Suppose that the transmission from left to right through a non-interacting device differed from the transmission from right to left. Two reservoirs with the same temperature and chemical potential could then drive a steady current. Symmetry of the Green's matrix does not rule this out, because in a magnetic field $G_{ij}$ and $G_{ji}$ generally differ. What rules it out is an identity that follows from a Hermitian device matrix $H$ and a real energy $E$.

Let $S_L$ and $S_R$ be the self-energies of the two leads, let $G$ be the inverse of $E-H-S_L-S_R$, and write $\Gamma_X=i(S_X-S_X^*)$, where the star is the adjoint. Then

$$i(G-G^*)=G(\Gamma_L+\Gamma_R)G^*,\qquad \operatorname{tr}(\Gamma_L G\,\Gamma_R G^*)=\operatorname{tr}(\Gamma_R G\,\Gamma_L G^*).$$

Both directions are compared at the same magnetic field. Nothing here relates a field to its reverse, as Onsager's relations do.

## Device, leads and transmission

The device has a finite orthonormal basis indexed by `n`, and the leads are indexed by a finite type `ι`.

In Lean 4 with Mathlib:

```lean
import Mathlib

open Matrix

namespace TerminalReciprocity

noncomputable section

variable {n ι : Type*} [Fintype n] [DecidableEq n] [Fintype ι]
```

A lead enters only through its self-energy $S$ at the energy considered. Its broadening is $\Gamma=i(S-S^*)$, which is Hermitian for every $S$.

```lean
/-- The broadening matrix `Γ = i (S - S*)` of a lead with self-energy `S`. -/
def broadening (S : Matrix n n ℂ) : Matrix n n ℂ := Complex.I • (S - Sᴴ)
```

The Green's matrix is any $G$ with $(E-H-S)G=1$, where $S$ is the total self-energy. That the inverse exists is therefore a hypothesis. It fails, for example, when $E$ is the energy of a bound state that no lead touches. The type of `E` makes the energy real.

```lean
/-- `G` is the Green's matrix at real energy `E` of a device `H` with total self-energy `S`:
`(E - H - S) G = 1`. -/
def IsGreen (H : Matrix n n ℂ) (E : ℝ) (S G : Matrix n n ℂ) : Prop :=
  ((E : ℂ) • (1 : Matrix n n ℂ) - H - S) * G = 1
```

For leads $p$ and $q$ with self-energies $S_p$ and $S_q$, the transmission is the Caroli trace $T(p,q)=\operatorname{tr}(\Gamma_p G\,\Gamma_q G^*)$. Since $G_{ij}$ is the amplitude from site $j$ to site $i$, this describes passage from $q$ to $p$. The self-energies are arbitrary matrices, so $\Gamma$ need not be positive semidefinite, as it is for a physical lead. The trace is typed as a complex number and is not assumed to be a probability.

```lean
/-- The Caroli trace `tr (Γ₁ G Γ₂ G*)` for two leads with self-energies `S₁` and `S₂`. -/
def transmission (G S₁ S₂ : Matrix n n ℂ) : ℂ :=
  (broadening S₁ * G * broadening S₂ * Gᴴ).trace
```

## Two forms of the spectral matrix

Put $A=E-H-S$. Because $H^*=H$ and $E$ is real, $A^*=E-H-S^*$. The adjoint of $AG=1$ is then

$$G^*(E-H-S^*)=1.$$

In the proof, `hM` computes $A^*$, and the last two lines take the adjoint of the defining equation.

```lean
/-- For a Hermitian device, the adjoint of the Green's matrix inverts `E - H - S*`. -/
theorem adjoint_green {H S G : Matrix n n ℂ} {E : ℝ} (hH : H.IsHermitian)
    (hG : IsGreen H E S G) :
    Gᴴ * ((E : ℂ) • (1 : Matrix n n ℂ) - H - Sᴴ) = 1 := by
  have hM : ((E : ℂ) • (1 : Matrix n n ℂ) - H - S)ᴴ
      = (E : ℂ) • (1 : Matrix n n ℂ) - H - Sᴴ := by
    rw [conjTranspose_sub, conjTranspose_sub, conjTranspose_smul, conjTranspose_one, hH.eq,
      Complex.star_def, Complex.conj_ofReal]
  have h := congrArg conjTranspose hG
  rwa [conjTranspose_mul, conjTranspose_one, hM] at h
```

For finite square matrices a one-sided inverse is two-sided, so $GA=AG=1$ and $G^*A^*=A^*G^*=1$. The self-energy satisfies $S-S^*=A^*-A$, which is `key` in the code. Hence

$$G(S-S^*)G^*=GA^*G^*-GAG^*=G-G^*,$$
$$G^*(S-S^*)G=G^*A^*G-G^*AG=G-G^*.$$

Multiplying by $i$ gives $i(G-G^*)=G\Gamma G^*=G^*\Gamma G$, with $\Gamma$ the total broadening. The two orders are the two halves of the theorem.

```lean
/-- The spectral matrix `i (G - G*)` of a Hermitian device equals both `G Γ G*` and `G* Γ G`,
where `Γ` is the total broadening. -/
theorem spectral_identity {H S G : Matrix n n ℂ} {E : ℝ} (hH : H.IsHermitian)
    (hG : IsGreen H E S G) :
    Complex.I • (G - Gᴴ) = G * broadening S * Gᴴ ∧
      Complex.I • (G - Gᴴ) = Gᴴ * broadening S * G := by
  have h3 := adjoint_green hH hG
  have h4 := mul_eq_one_comm.mp h3
  have h1 : ((E : ℂ) • (1 : Matrix n n ℂ) - H - S) * G = 1 := hG
  have h2 := mul_eq_one_comm.mp h1
  -- `S - S*` is the inverse of `G*` minus the inverse of `G`
  have key : S - Sᴴ = ((E : ℂ) • (1 : Matrix n n ℂ) - H - Sᴴ)
      - ((E : ℂ) • (1 : Matrix n n ℂ) - H - S) := by abel
  constructor
  · rw [broadening, key, Matrix.mul_smul, Matrix.smul_mul, mul_sub, sub_mul, h2,
      mul_assoc G _ Gᴴ, h4, mul_one, one_mul]
  · rw [broadening, key, Matrix.mul_smul, Matrix.smul_mul, mul_sub, sub_mul, h3,
      mul_assoc Gᴴ _ G, h1, mul_one, one_mul]
```

## A sum rule for any number of leads

Broadening is additive: if $S=\sum_q S_q$, then $\Gamma=\sum_q\Gamma_q$.

```lean
omit [Fintype n] [DecidableEq n] in
/-- The broadening of the total self-energy is the sum of the broadenings of the leads. -/
theorem broadening_sum (S : ι → Matrix n n ℂ) :
    broadening (∑ q, S q) = ∑ q, broadening (S q) := by
  simp only [broadening, conjTranspose_sum, smul_sub, Finset.smul_sum, Finset.sum_sub_distrib]
```

Fix a lead $p$ and sum over $q$. By additivity and the cyclic property of the trace,

$$\sum_q T(p,q)=\operatorname{tr}(\Gamma_p\,G\Gamma G^*),\qquad \sum_q T(q,p)=\operatorname{tr}(\Gamma_p\,G^*\Gamma G).$$

Both right-hand sides equal $\operatorname{tr}\big(\Gamma_p\, i(G-G^*)\big)$, so the sums agree. The steps `hout` and `hin` are the two displayed equations, and the final rewrite inserts the spectral identity.

```lean
/-- Sum rule for any finite number of leads on a Hermitian device: the transmissions `T(p,q)`
and `T(q,p)` have the same sum over `q`. -/
theorem transmission_sum_rule {H G : Matrix n n ℂ} {E : ℝ} {S : ι → Matrix n n ℂ}
    (hH : H.IsHermitian) (hG : IsGreen H E (∑ q, S q) G) (p : ι) :
    ∑ q, transmission G (S p) (S q) = ∑ q, transmission G (S q) (S p) := by
  have hout : ∑ q, transmission G (S p) (S q)
      = (broadening (S p) * (G * broadening (∑ q, S q) * Gᴴ)).trace := by
    rw [broadening_sum]
    simp only [transmission, Finset.mul_sum, Finset.sum_mul, trace_sum, Matrix.mul_assoc]
  have hin : ∑ q, transmission G (S q) (S p)
      = (broadening (S p) * (Gᴴ * broadening (∑ q, S q) * G)).trace := by
    rw [broadening_sum]
    simp only [Finset.mul_sum, Finset.sum_mul, trace_sum]
    refine Finset.sum_congr rfl fun q _ => ?_
    rw [transmission, Matrix.mul_assoc (broadening (S q) * G), Matrix.trace_mul_comm]
    simp only [Matrix.mul_assoc]
  -- both sides are the trace of `Γ_p` against the spectral matrix
  rw [hout, hin, ← (spectral_identity hH hG).1, ← (spectral_identity hH hG).2]
```

## Two leads

With only $L$ and $R$, the sum rule for $p=L$ reads

$$T(L,L)+T(L,R)=T(L,L)+T(R,L).$$

Cancelling $T(L,L)$ gives reciprocity. The code applies the sum rule to the family `![SL, SR]` at index `0` and cancels with `add_left_cancel`. The first half of the theorem is the spectral identity with $\Gamma=\Gamma_L+\Gamma_R$.

```lean
/-- Two-terminal reciprocity: for a Hermitian device with two arbitrary self-energies,
`i (G - G*) = G (ΓL + ΓR) G*` and `tr (ΓL G ΓR G*) = tr (ΓR G ΓL G*)`. -/
theorem two_terminal_reciprocity {H SL SR G : Matrix n n ℂ} {E : ℝ}
    (hH : H.IsHermitian) (hG : IsGreen H E (SL + SR) G) :
    Complex.I • (G - Gᴴ) = G * (broadening SL + broadening SR) * Gᴴ ∧
      (broadening SL * G * broadening SR * Gᴴ).trace
        = (broadening SR * G * broadening SL * Gᴴ).trace := by
  constructor
  · have hb : broadening (SL + SR) = broadening SL + broadening SR := by
      simp only [broadening, conjTranspose_add]
      module
    rw [← hb]
    exact (spectral_identity hH hG).1
  · have h := transmission_sum_rule (S := ![SL, SR]) hH
      (by rw [Fin.sum_univ_two]; exact hG) 0
    rw [Fin.sum_univ_two, Fin.sum_univ_two] at h
    -- the term with both indices on the left lead cancels
    exact add_left_cancel h
```

On a single site all matrices are numbers. Both traces are $\Gamma_L\Gamma_R|G|^2$, so reciprocity is immediate, and the spectral identity becomes $-2\operatorname{Im}G=(\Gamma_L+\Gamma_R)|G|^2$.

In a transport code for non-interacting electrons, the two traces can be compared at each energy. If $H$ and the self-energies are symmetric under transposition, they agree even when a lead was left out of $G$, so the residual of $i(G-G^*)-G(\Gamma_L+\Gamma_R)G^*$ is the sharper test. Codes often replace $E$ by $E+i\eta$ in the device block. This amounts to a third self-energy $-i\eta$ on every site, with broadening $2\eta$, and the same algebra then gives

$$T(L,R)-T(R,L)=2\eta\operatorname{tr}\big(\Gamma_L(G^*G-GG^*)\big).$$

A small mismatch between the directions can thus come from $\eta$ and not from a programming error.

## More leads, with and without transposition symmetry

With more than two leads, the sum rule no longer fixes each pair. Equality for every pair does follow if $H^T=H$ and $S_p^T=S_p$ for all $p$, as for spinless electrons in real orbitals without a magnetic field. Transposing $AG=1$ gives $G^TA=1$, hence $G^T=G$. The matrices $G^*$ and $\Gamma_p$ are then symmetric too, and

$$T(p,q)=\operatorname{tr}\big[(\Gamma_pG\Gamma_qG^*)^T\big]=\operatorname{tr}(G^*\Gamma_qG\Gamma_p)=T(q,p).$$

This argument does not use Hermiticity of $H$.

```lean
/-- With any finite number of leads, `T(p,q) = T(q,p)` for every pair if the device matrix and
all self-energies are symmetric under transposition. -/
theorem reciprocity_of_symmetric {H G : Matrix n n ℂ} {E : ℝ} {S : ι → Matrix n n ℂ}
    (hH : Hᵀ = H) (hS : ∀ p, (S p)ᵀ = S p) (hG : IsGreen H E (∑ q, S q) G) (p q : ι) :
    transmission G (S p) (S q) = transmission G (S q) (S p) := by
  -- the Green's matrix inherits the symmetry
  have hGt : Gᵀ = G := by
    have h := congrArg transpose hG
    rw [transpose_mul, transpose_one, transpose_sub, transpose_sub, transpose_smul,
      transpose_one, hH, transpose_sum, Finset.sum_congr rfl fun r _ => hS r] at h
    exact left_inv_eq_right_inv h hG
  have hGs : Gᴴᵀ = Gᴴ := by
    ext i j
    have h : G j i = G i j := congrFun (congrFun hGt i) j
    simp only [transpose_apply, conjTranspose_apply, h]
  have hb : ∀ r, (broadening (S r))ᵀ = broadening (S r) := by
    intro r
    ext i j
    have h : S r j i = S r i j := congrFun (congrFun (hS r) i) j
    simp only [broadening, transpose_apply, Matrix.smul_apply, Matrix.sub_apply,
      conjTranspose_apply, h]
  rw [transmission, ← trace_transpose, transpose_mul, transpose_mul, transpose_mul,
    hGs, hGt, hb, hb, Matrix.trace_mul_comm, transmission]
  simp only [Matrix.mul_assoc]
```

A ring of three sites shows that pairwise equality can fail without this symmetry. Its hoppings are $H_{01}=H_{12}=H_{20}=i$, with the conjugate values in the reverse direction. Their product around the ring is $-i$, which corresponds to a quarter of a flux quantum through it.

```lean
/-- A three-site ring with purely imaginary hopping. -/
def ringH : Matrix (Fin 3) (Fin 3) ℂ :=
  !![0, Complex.I, -Complex.I; -Complex.I, 0, Complex.I; Complex.I, -Complex.I, 0]
```

Each site carries one lead with self-energy $-i$, so its broadening is $2$ on that site and zero elsewhere.

```lean
/-- The self-energy `-i` of a lead attached to site `p` of the ring. -/
def siteLead (p : Fin 3) : Matrix (Fin 3) (Fin 3) ℂ :=
  Matrix.of fun i j => if i = p ∧ j = p then -Complex.I else 0
```

At $E=0$ the matrix to invert is $i-H$, and its inverse is

$$G=-\frac{i}{2}\begin{pmatrix}1&1&0\\0&1&1\\1&0&1\end{pmatrix}.$$

```lean
/-- An explicit matrix for the ring with three leads, with entries `-i/2` and `0`. -/
def ringG : Matrix (Fin 3) (Fin 3) ℂ :=
  !![-Complex.I / 2, -Complex.I / 2, 0; 0, -Complex.I / 2, -Complex.I / 2;
    -Complex.I / 2, 0, -Complex.I / 2]
```

For leads on single sites the trace reduces to $T(p,q)=4|G_{pq}|^2$. Therefore $T(0,1)=4\cdot\tfrac14=1$, while $T(1,0)=0$. The sum rule at lead $0$ is still satisfied, because $T(2,0)=1$ and $T(0,2)=0$: what enters lead $0$ from lead $1$ is balanced by what leaves towards lead $2$. The proof computes the total self-energy and the two broadenings entry by entry, then checks Hermiticity, the defining equation and both traces.

```lean
/-- Three leads can break reciprocity: the ring is Hermitian, `ringG` is its Green's matrix at
zero energy, and `T(0,1) = 1` while `T(1,0) = 0`. -/
theorem three_terminal_circulator :
    ringH.IsHermitian ∧ IsGreen ringH 0 (∑ p, siteLead p) ringG ∧
      transmission ringG (siteLead 0) (siteLead 1) = 1 ∧
      transmission ringG (siteLead 1) (siteLead 0) = 0 := by
  have hs : ∑ p, siteLead p
      = !![-Complex.I, 0, 0; 0, -Complex.I, 0; 0, 0, -Complex.I] := by
    rw [Fin.sum_univ_three]
    ext i j
    fin_cases i <;> fin_cases j <;> simp [siteLead]
  have hb0 : broadening (siteLead 0) = !![2, 0, 0; 0, 0, 0; 0, 0, 0] := by
    ext i j
    fin_cases i <;> fin_cases j <;> norm_num [broadening, siteLead, Complex.ext_iff]
  have hb1 : broadening (siteLead 1) = !![0, 0, 0; 0, 2, 0; 0, 0, 0] := by
    ext i j
    fin_cases i <;> fin_cases j <;> norm_num [broadening, siteLead, Complex.ext_iff]
  refine ⟨?_, ?_, ?_, ?_⟩
  · ext i j
    fin_cases i <;> fin_cases j <;> simp [ringH]
  · rw [IsGreen, hs]
    ext i j
    fin_cases i <;> fin_cases j <;>
      simp [ringH, ringG, Matrix.mul_apply, Fin.sum_univ_three, Complex.ext_iff] <;> norm_num
  · rw [transmission, hb0, hb1]
    simp only [Matrix.trace, Matrix.diag_apply, Matrix.mul_apply, Fin.sum_univ_three,
      conjTranspose_apply]
    simp [ringG, Complex.ext_iff]
    norm_num
  · rw [transmission, hb0, hb1]
    simp only [Matrix.trace, Matrix.diag_apply, Matrix.mul_apply, Fin.sum_univ_three,
      conjTranspose_apply]
    simp [ringG]

end

end TerminalReciprocity
```

```lean
#print axioms TerminalReciprocity.transmission_sum_rule
#print axioms TerminalReciprocity.two_terminal_reciprocity
#print axioms TerminalReciprocity.reciprocity_of_symmetric
#print axioms TerminalReciprocity.three_terminal_circulator
```

```
'TerminalReciprocity.transmission_sum_rule' depends on axioms: [propext, Classical.choice, Quot.sound]
'TerminalReciprocity.two_terminal_reciprocity' depends on axioms: [propext, Classical.choice, Quot.sound]
'TerminalReciprocity.reciprocity_of_symmetric' depends on axioms: [propext, Classical.choice, Quot.sound]
'TerminalReciprocity.three_terminal_circulator' depends on axioms: [propext, Classical.choice, Quot.sound]
```
